# A constant energy shift c > 0 enters as cS: adding cI raises the level sum too much when normalized orbitals overlap

## Matching the energy zeros of electrode and device

An electrode Hamiltonian and a device Hamiltonian that are to be joined in a transport calculation may have different energy zeros. These can be matched by adding a constant potential energy $c$ to one of the two Hamiltonians. In a basis of orbitals $\phi_i$, that constant has matrix elements $c\langle\phi_k|\phi_i\rangle=cS_{ki}$, where $S$ is the overlap matrix. The correct replacement is therefore $H\to H+cS$. For finite matrices and a spatially uniform shift, the result below gives the error in the level sum when $cI$ is added instead.

## The two shifts compared

Let $S$ be an $n\times n$ positive definite matrix with $S_{ii}=1$, as for linearly independent, normalized orbitals, and let $c>0$. The levels $\varepsilon$ solve $Hv=\varepsilon Sv$ with $v\neq0$.

- $H+cS$ has every level shifted by $c$, with multiplicities kept.
- $H+cI$ has a level sum higher by $c\,\mathrm{tr}(S^{-1})\ge nc$, with equality exactly when $S=I$.

## Levels from the secular determinant

Since $tS-H=S(tI-S^{-1}H)$,
$$\det(tS-H)=\det S\;p_H(t),\qquad p_H(t)=\det(tI-S^{-1}H),$$
so the levels are the roots $\varepsilon_a$ of $p_H$. From $tS-(H+cS)=(t-c)S-H$ it follows that
$$p_{H+cS}(t)=p_H(t-c)=\prod_a\bigl(t-(\varepsilon_a+c)\bigr),$$
which is the rigid shift.

The sum of the roots is a trace, so for the identity shift
$$\mathrm{tr}\bigl(S^{-1}(H+cI)\bigr)=\mathrm{tr}(S^{-1}H)+c\,\mathrm{tr}(S^{-1}).$$

## Why the trace is at least n

Fix an orbital $i$ and let $b$ be column $i$ of $S-I$: $b_i=0$, and $b_k=S_{ki}$ for $k\ne i$. Because $S$ is Hermitian,
$$b^\dagger S^{-1}b=\bigl[(S-I)S^{-1}(S-I)\bigr]_{ii}=\bigl[S-2I+S^{-1}\bigr]_{ii}=(S^{-1})_{ii}-1.$$
As $S^{-1}$ is positive definite, the left side is nonnegative and vanishes only for $b=0$. Hence $(S^{-1})_{ii}\ge1$, with equality exactly when orbital $i$ overlaps no other. Summing over $i$ and multiplying by $c$ gives the bound; equality in the sum forces equality for every $i$, hence $S=I$.

## Two orbitals with overlap one half

Take $H_{11}=H_{22}=0$, $H_{12}=H_{21}=-3$ eV, $S_{12}=S_{21}=\tfrac12$ and $c=0.3$ eV. The even and odd combinations give the levels
$$\frac{-3}{1.5}=-2,\qquad \frac{3}{0.5}=6\ \text{eV}.$$
Adding $cS$ gives $-2.55/1.5=-1.7$ and $3.15/0.5=6.3$ eV. Adding $cI$ gives $-2.7/1.5=-1.8$ and $3.3/0.5=6.6$ eV. The rises are now $0.2$ and $0.6$ eV, so the spacing has changed, and their sum is $0.8$ eV instead of $0.6$ eV. This agrees with $2c/(1-s^2)$ at overlap $s=\tfrac12$.

## The statement in Lean

`levels H S` is the multiset of complex roots of the characteristic polynomial of `S⁻¹ * H`. The type `n` labels the orbitals, and `Fintype.card n` is their number. `S.PosDef` includes Hermiticity of $S$, and `hdiag` is the normalization.

The four parts of `electrode_alignment` are the rigid shift, the change of the sum, the bound and its equality case. The real number `c` is cast to ℂ where it meets matrices, and the trace appears through its real part, which is the whole trace here. `H` is an arbitrary complex matrix, except in `levels_real`, where it is assumed Hermitian. Semi-infinite leads, self-energies and transmission do not appear.

```lean
import Mathlib

open Matrix Polynomial
open scoped ComplexOrder

namespace OverlapAlignment

variable {n : Type*} [Fintype n] [DecidableEq n]

/-- The generalized energy levels of a Hamiltonian matrix `H` in a basis with invertible overlap
matrix `S`, counted with algebraic multiplicity. -/
noncomputable def levels (H S : Matrix n n ℂ) : Multiset ℂ :=
  (S⁻¹ * H).charpoly.roots

/-- For an invertible overlap matrix, the secular determinant `det (t S - H)` is `det S` times the
characteristic polynomial of `S⁻¹ H` at `t`. -/
theorem secular_det (H : Matrix n n ℂ) {S : Matrix n n ℂ} (hS : IsUnit S.det) (t : ℂ) :
    (t • S - H).det = S.det * (S⁻¹ * H).charpoly.eval t := by
  have hs : Matrix.scalar n t = t • (1 : Matrix n n ℂ) := by
    ext i j
    simp [Matrix.scalar_apply, Matrix.diagonal_apply, Matrix.one_apply]
  rw [Matrix.eval_charpoly, ← Matrix.det_mul, hs, mul_sub, Matrix.mul_smul, mul_one,
    Matrix.mul_nonsing_inv_cancel_left _ _ hS]

/-- For an invertible overlap matrix, `ε` is a level exactly when `H v = ε S v` has a nonzero
solution `v`. -/
theorem mem_levels_iff (H : Matrix n n ℂ) {S : Matrix n n ℂ} (hS : IsUnit S.det) (ε : ℂ) :
    ε ∈ levels H S ↔ ∃ v : n → ℂ, v ≠ 0 ∧ H *ᵥ v = ε • (S *ᵥ v) := by
  have h1 : ε ∈ levels H S ↔ (ε • S - H).det = 0 := by
    rw [levels, Polynomial.mem_roots (Matrix.charpoly_monic _).ne_zero, Polynomial.IsRoot.def,
      secular_det H hS, mul_eq_zero, or_iff_right hS.ne_zero]
  rw [h1, ← Matrix.exists_mulVec_eq_zero_iff]
  refine exists_congr fun v => and_congr_right fun _ => ?_
  rw [Matrix.sub_mulVec, Matrix.smul_mulVec, sub_eq_zero, eq_comm]

/-- The levels of a Hermitian Hamiltonian with positive definite overlap are real. -/
theorem levels_real {H S : Matrix n n ℂ} (hH : H.IsHermitian) (hS : S.PosDef) {ε : ℂ}
    (hε : ε ∈ levels H S) : ε.im = 0 := by
  obtain ⟨v, hv, hvε⟩ := (mem_levels_iff H (isUnit_iff_ne_zero.mpr hS.det_pos.ne') ε).mp hε
  -- the quadratic form `v† H v` is real
  have hreal : star (star v ⬝ᵥ H *ᵥ v) = star v ⬝ᵥ H *ᵥ v := by
    rw [← star_dotProduct_star, star_star, Matrix.star_mulVec, hH.eq, Matrix.dotProduct_mulVec]
  have him : (star v ⬝ᵥ H *ᵥ v).im = 0 := Complex.conj_eq_iff_im.mp hreal
  -- the squared norm `v† S v` in the overlap metric is positive
  have hpos := Complex.lt_def.mp (hS.dotProduct_mulVec_pos hv)
  have hre : 0 < (star v ⬝ᵥ S *ᵥ v).re := hpos.1
  have hi : (star v ⬝ᵥ S *ᵥ v).im = 0 := hpos.2.symm
  rw [hvε, dotProduct_smul, smul_eq_mul, Complex.mul_im, hi, mul_zero, zero_add] at him
  exact (mul_eq_zero.mp him).resolve_right hre.ne'

/-- Adding `c S` to the Hamiltonian shifts every level by `c`, with multiplicities preserved,
when the overlap matrix `S` is invertible. -/
theorem levels_add_overlap (H : Matrix n n ℂ) {S : Matrix n n ℂ} (hS : IsUnit S.det) (c : ℂ) :
    levels (H + c • S) S = (levels H S).map (fun ε => ε + c) := by
  have hprod : ((S⁻¹ * H).charpoly.roots.map (fun a => X - C a)).prod = (S⁻¹ * H).charpoly :=
    Polynomial.prod_multiset_X_sub_C_of_monic_of_roots_card_eq (Matrix.charpoly_monic _)
      (Polynomial.splits_iff_card_roots.mp (IsAlgClosed.splits _))
  have hp : (S⁻¹ * (H + c • S)).charpoly =
      (((S⁻¹ * H).charpoly.roots.map (fun ε => ε + c)).map (fun a => X - C a)).prod := by
    apply Polynomial.funext
    intro x
    -- the secular determinant only sees the difference `x - c`
    have h1 : (S⁻¹ * (H + c • S)).charpoly.eval x = (S⁻¹ * H).charpoly.eval (x - c) := by
      apply mul_left_cancel₀ hS.ne_zero
      rw [← secular_det _ hS, ← secular_det _ hS]
      congr 1
      module
    have h2 : (((S⁻¹ * H).charpoly.roots.map (fun a => X - C a)).prod).eval (x - c) =
        (S⁻¹ * H).charpoly.eval (x - c) := congrArg (Polynomial.eval (x - c)) hprod
    rw [h1, ← h2, Polynomial.eval_multiset_prod, Polynomial.eval_multiset_prod,
      Multiset.map_map, Multiset.map_map, Multiset.map_map]
    congr 1
    apply Multiset.map_congr rfl
    intro a _
    simp only [Function.comp_apply, Polynomial.eval_sub, Polynomial.eval_X, Polynomial.eval_C]
    ring
  rw [levels, hp, Polynomial.roots_multiset_prod_X_sub_C, levels]

/-- For an invertible overlap matrix `S`, adding `c` times the identity to the Hamiltonian changes
the sum of levels by `c tr(S⁻¹)`. -/
theorem sum_levels_add_one (H S : Matrix n n ℂ) (c : ℂ) :
    (levels (H + c • (1 : Matrix n n ℂ)) S).sum = (levels H S).sum + c * S⁻¹.trace := by
  rw [levels, levels, ← Matrix.trace_eq_sum_roots_charpoly, ← Matrix.trace_eq_sum_roots_charpoly,
    mul_add, Matrix.mul_smul, mul_one, Matrix.trace_add, Matrix.trace_smul, smul_eq_mul]

/-- For a normalized orbital `i` in a basis with positive definite overlap, the diagonal entry of
`S⁻¹` is at least one, with equality exactly when `i` overlaps no other orbital. -/
theorem one_le_inv_overlap_diag {S : Matrix n n ℂ} (hS : S.PosDef) (i : n) (hi : S i i = 1) :
    1 ≤ (S⁻¹ i i).re ∧ ((S⁻¹ i i).re = 1 ↔ ∀ k, k ≠ i → S k i = 0) := by
  have hu : IsUnit S.det := isUnit_iff_ne_zero.mpr hS.det_pos.ne'
  let b : n → ℂ := fun k => (S - 1) k i
  -- the excess over one is a quadratic form in the overlaps of orbital `i`
  have hm : (S - 1)ᴴ * (S⁻¹ * (S - 1)) = S - 1 - 1 + S⁻¹ := by
    rw [Matrix.conjTranspose_sub, Matrix.conjTranspose_one, hS.isHermitian.eq, mul_sub,
      Matrix.nonsing_inv_mul _ hu, mul_one, sub_mul, mul_sub, Matrix.mul_nonsing_inv _ hu]
    noncomm_ring
  have hq : star b ⬝ᵥ S⁻¹ *ᵥ b = S⁻¹ i i - 1 := by
    have e : star b ⬝ᵥ S⁻¹ *ᵥ b =
        ((S - 1)ᴴ * (S⁻¹ * (S - 1)) : Matrix n n ℂ) i i := rfl
    rw [e, hm, Matrix.add_apply, Matrix.sub_apply, Matrix.sub_apply, Matrix.one_apply_eq, hi]
    ring
  have hb : b = 0 ↔ ∀ k, k ≠ i → S k i = 0 := by
    constructor
    · intro h k hk
      have h' : (S - 1) k i = 0 := congrFun h k
      rwa [Matrix.sub_apply, Matrix.one_apply_ne hk, sub_zero] at h'
    · intro h
      funext k
      change (S - 1) k i = 0
      by_cases hk : k = i
      · rw [hk, Matrix.sub_apply, Matrix.one_apply_eq, hi, sub_self]
      · rw [Matrix.sub_apply, Matrix.one_apply_ne hk, h k hk, sub_zero]
  rw [← hb]
  by_cases h0 : b = 0
  · rw [h0, Matrix.mulVec_zero, dotProduct_zero] at hq
    have h1 : S⁻¹ i i = 1 := (sub_eq_zero.mp hq.symm)
    simp [h1, h0]
  · have hpos := (Complex.lt_def.mp (hS.inv.dotProduct_mulVec_pos h0)).1
    rw [hq, Complex.sub_re, Complex.one_re, Complex.zero_re] at hpos
    exact ⟨by linarith, fun h => by linarith, fun h => absurd h h0⟩

/-- Let the overlap `S` be positive definite with unit diagonal, and `c > 0`. Adding `c S` to `H`
shifts every level by `c`, while adding `c` times the identity raises the sum of the `n` levels by
`c tr(S⁻¹) ≥ n c`, with equality exactly when `S` is the identity. -/
theorem electrode_alignment (H : Matrix n n ℂ) {S : Matrix n n ℂ} (hS : S.PosDef)
    (hdiag : ∀ i, S i i = 1) {c : ℝ} (hc : 0 < c) :
    levels (H + (c : ℂ) • S) S = (levels H S).map (fun ε => ε + (c : ℂ)) ∧
    (levels (H + (c : ℂ) • (1 : Matrix n n ℂ)) S).sum =
      (levels H S).sum + ((c * S⁻¹.trace.re : ℝ) : ℂ) ∧
    (Fintype.card n : ℝ) * c ≤ c * S⁻¹.trace.re ∧
    (c * S⁻¹.trace.re = (Fintype.card n : ℝ) * c ↔ S = 1) := by
  have htr : S⁻¹.trace.re = ∑ i, (S⁻¹ i i).re := by
    simp only [Matrix.trace, Matrix.diag_apply, Complex.re_sum]
  have hcard : (Fintype.card n : ℝ) = ∑ _i : n, (1 : ℝ) := by simp
  have hle : ∀ i ∈ Finset.univ, (1 : ℝ) ≤ (S⁻¹ i i).re :=
    fun i _ => (one_le_inv_overlap_diag hS i (hdiag i)).1
  have hbound : (Fintype.card n : ℝ) ≤ S⁻¹.trace.re := by
    rw [htr, hcard]
    exact Finset.sum_le_sum hle
  refine ⟨levels_add_overlap H (isUnit_iff_ne_zero.mpr hS.det_pos.ne') c, ?_, ?_, ?_⟩
  · -- the trace of the Hermitian matrix `S⁻¹` is real
    have hstar : star S⁻¹.trace = S⁻¹.trace := by
      rw [← Matrix.trace_conjTranspose, hS.inv.isHermitian.eq]
    have hre : ((S⁻¹.trace.re : ℝ) : ℂ) = S⁻¹.trace := Complex.conj_eq_iff_re.mp hstar
    rw [sum_levels_add_one, Complex.ofReal_mul, hre]
  · nlinarith
  · constructor
    · intro h
      have h1 : (Fintype.card n : ℝ) = S⁻¹.trace.re := by
        apply mul_left_cancel₀ hc.ne'
        linarith
      rw [htr, hcard] at h1
      -- equality in the sum forces equality for every orbital
      have h2 := (Finset.sum_eq_sum_iff_of_le hle).mp h1
      ext k i
      by_cases hk : k = i
      · rw [hk, hdiag, Matrix.one_apply_eq]
      · rw [Matrix.one_apply_ne hk]
        exact (one_le_inv_overlap_diag hS i (hdiag i)).2.mp (h2 i (Finset.mem_univ i)).symm k hk
    · intro h
      rw [h, inv_one, Matrix.trace_one, Complex.natCast_re, mul_comm]

/-- For two normalized orbitals with real overlap `s`, `s² < 1`, adding `c` times the identity
raises the sum of the two levels by `2 c / (1 - s²)`, written here without division. -/
theorem two_orbital_shift (H : Matrix (Fin 2) (Fin 2) ℂ) {s : ℝ} (hs : s ^ 2 < 1) (c : ℂ) :
    (1 - (s : ℂ) ^ 2) * ((levels (H + c • (1 : Matrix (Fin 2) (Fin 2) ℂ)) !![1, (s : ℂ); s, 1]).sum
      - (levels H !![1, (s : ℂ); s, 1]).sum) = 2 * c := by
  have hne : (1 - (s : ℂ) ^ 2) ≠ 0 := by
    have h : (1 - s ^ 2 : ℝ) ≠ 0 := by linarith
    exact_mod_cast h
  have htr : (!![1, (s : ℂ); s, 1]⁻¹).trace = (1 - (s : ℂ) ^ 2)⁻¹ * 2 := by
    rw [Matrix.inv_def, Matrix.trace_smul, Matrix.adjugate_fin_two_of, Matrix.det_fin_two_of,
      Matrix.trace_fin_two_of, Ring.inverse_eq_inv', smul_eq_mul]
    ring
  rw [sum_levels_add_one, add_sub_cancel_left, htr]
  linear_combination 2 * c * mul_inv_cancel₀ hne

end OverlapAlignment
```

```lean
#print axioms OverlapAlignment.levels_real
-- 'OverlapAlignment.levels_real' depends on axioms: [propext, Classical.choice, Quot.sound]
#print axioms OverlapAlignment.electrode_alignment
-- 'OverlapAlignment.electrode_alignment' depends on axioms: [propext, Classical.choice, Quot.sound]
#print axioms OverlapAlignment.two_orbital_shift
-- 'OverlapAlignment.two_orbital_shift' depends on axioms: [propext, Classical.choice, Quot.sound]
```

## From determinants to the equality case

`secular_det` is the factorization above. `mem_levels_iff` combines it with the fact that a determinant vanishes exactly when the matrix has a nonzero null vector. `levels_real` compares $v^\dagger Hv$, which is real, with $\varepsilon\,v^\dagger Sv$, where $v^\dagger Sv>0$.

In `levels_add_overlap`, `hprod` splits the characteristic polynomial into linear factors over ℂ. `Polynomial.funext` reduces equality of polynomials to equality at each $x$, where `h1` supplies the argument $x-c$. Reading off the roots preserves multiplicities. `sum_levels_add_one` is the trace calculation.

In `one_le_inv_overlap_diag`, `hm` expands the matrix product, `hq` takes its diagonal entry, and `hb` translates $b=0$ into vanishing overlaps. The cases $b=0$ and $b\ne0$ then give the bound and its equality condition.

The main theorem sums these bounds with `Finset.sum_le_sum`, and `nlinarith` multiplies by $c$. For equality, `Finset.sum_eq_sum_iff_of_le` passes from the sum to each orbital. `two_orbital_shift` computes the $2\times2$ inverse from its adjugate and states the rise multiplied by $1-s^2$.
